# For a core level coupled with strength $L$ to one boson mode, the two-pole spectrum of the lowest-order self-energy has the exact moments through order three and misses $2L^4$ in the fourth

## Which moment exposes the wrong satellites?

Judged by its low moments, a core-level spectrum with its satellites at the wrong energies can pass for the exact one. That nearly happened to me. I have a core hole coupled to a single plasmon-like mode of energy $W$ with strength $L$. The lowest-order self-energy gives the Green's function $1/(x-L^2/(x+W))$, which has two poles. The exact answer is a whole series of lines at $gW-nW$, with $g=L^2/W^2$ and Poisson weights.

At $W=L=1$ the approximate lines sit near $0.618$ and $-1.618$, while the exact ones sit at $1, 0, -1, -2,\dots$ Yet the total weight, the mean, the variance and the third moment all came out the same. Is that an accident of my parameters? If not, which moment first shows the error, and how large is it?

## The fourth moment, for every nonzero $W$

It is no accident. For every real $W\neq0$ and every real $L$, the moments of orders 0 to 3 agree, and the exact fourth moment is larger by $2L^4$. The physical case is $W>0$.

The model behind both spectra has a core level that couples to the mode only when it is empty. The energy $x$ is measured from the bare level, and removing the electron leaves the term $W b^\dagger b+L(b+b^\dagger)$ for the boson. The lines lie at minus the eigenvalues $nW-gW$ of this term, because energy left with the boson is missing from the emitted electron. Here $W$ is the boson energy, not the screened interaction of the $GW$ method, and $g$ is a dimensionless coupling, not a Green's function. The mode starts in its ground state, and the hole displaces its equilibrium position. Counted as excitations of the displaced mode, line $n$ leaves $n$ bosons behind, and $g$ is their mean number when the hole appears suddenly. The shift $gW$ is the relaxation energy. The self-energy $L^2/(x+W)$ describes a bare hole that emits one boson and reabsorbs it.

### Moments of the two poles

Clearing the inner fraction gives
$$\frac{1}{x-L^2/(x+W)}=\frac{x+W}{x^2+Wx-L^2}=\frac{x+W}{(x-p)(x-q)},$$
where $p$ and $q$ are the upper and lower roots of $x^2+Wx-L^2=0$:
$$p,q=\frac{-W\pm\sqrt{W^2+4L^2}}{2},\qquad p+q=-W,\qquad pq=-L^2.$$
Since $W\neq0$, the separation $p-q=\sqrt{W^2+4L^2}$ is positive. The residues are
$$u=\frac{p+W}{p-q},\qquad v=\frac{q+W}{q-p},$$
and the moments are $m_k=up^k+vq^k$. The first two are
$$m_0=\frac{(p+W)-(q+W)}{p-q}=1,\qquad m_1=\frac{p^2-q^2+W(p-q)}{p-q}=p+q+W=0.$$
Both poles satisfy $x^2=L^2-Wx$. Multiplying this by $x^k$ and adding the two poles with their weights gives
$$m_{k+2}=L^2m_k-Wm_{k+1}.$$
Hence
$$m_2=L^2,\qquad m_3=-WL^2,\qquad m_4=L^4+W^2L^2.$$

### Moments of the exact lines

Write $w_n=e^{-g}g^n/n!$, $E_n=gW-nW$ and $M_k=\sum_n w_nE_n^k$. The factorial makes all these series absolutely convergent. Two relations connect neighbouring lines:
$$(n+1)\,w_{n+1}=g\,w_n,\qquad E_{n+1}=E_n-W.$$
Split one factor $E_n=gW-nW$ off the next moment. In the part with the factor $n$, the line $n=0$ contributes nothing, so the sum can be shifted by one:
$$\sum_n n\,w_nE_n^k=\sum_n (n+1)\,w_{n+1}E_{n+1}^k=g\sum_n w_n(E_n-W)^k.$$
This gives the recursion
$$M_{k+1}=gW\Big[M_k-\sum_n w_n(E_n-W)^k\Big].$$
The exponential series gives $M_0=1$. Expanding the shifted powers then yields
$$\begin{aligned}
M_1&=gW[1-1]=0,\\
M_2&=gW[M_1-(M_1-W)]=gW^2,\\
M_3&=gW[M_2-(M_2-2WM_1+W^2)]=-gW^3,\\
M_4&=gW[M_3-(M_3-3WM_2+3W^2M_1-W^3)]=(g+3g^2)W^4.
\end{aligned}$$
With $gW^2=L^2$ these become $M_2=L^2$, $M_3=-WL^2$ and $M_4=W^2L^2+3L^4$. The first four moments match those of the two poles, and $M_4-m_4=2L^4$. At your parameters the fourth moments are 4 and 2.

### What the theorems say about the two spectra

In the Lean file below, `coupling W L` is $g$, while `lineWeight g n` and `lineEnergy W g n` are $w_n$ and $E_n$. The poles $p$ and $q$ are `upperPole W L` and `lowerPole W L`. The function `residue W p q` gives the weight at its first pole argument, so exchanging the poles gives the other weight. `twoPoleMoment W L k` is $m_k$.

The comparison is `exact_vs_twoPole_moments`. Its only hypothesis is `W ≠ 0`. For each `k ≤ 3` it states that the series of exact lines, weighted with the $k$-th power of the energy, converges to `twoPoleMoment W L k`. For order four, the limit is `twoPoleMoment W L 4 + 2 * L ^ 4`. The predicate `HasSum` expresses convergence to the stated value, independently of the order of summation. At $L=0$ both spectra reduce to a single line of weight one at $x=0$, and the difference vanishes.

Two further statements support the comparison:

- `greenFunction_eq_two_poles` ties the poles and residues to the Green's function you wrote down. It holds for real $x$ away from the two poles and from $x=-W$, where the denominator inside the self-energy vanishes. There is no broadening and no complex frequency.
- `exact_moments` gives the five exact moments for arbitrary real $W$ and $g$. Negative $g$ is allowed there, although the weights are then no longer probabilities. In the comparison, $g=L^2/W^2$ is never negative.

The step left to physics is the derivation of the two spectra from the electron–boson Hamiltonian: the Poisson lines and the self-energy enter as given formulas. The setting is also idealised, with one structureless core level, one boson energy and no lifetime broadening.

```lean
import Mathlib

noncomputable section

namespace CoreLevelSatellites

/-- The dimensionless coupling `g = L² / W²`, for `W ≠ 0`. -/
def coupling (W L : ℝ) : ℝ := L ^ 2 / W ^ 2

/-- The weight `exp(-g) gⁿ / n!` of the `n`-th line of the exact core-level spectrum. -/
def lineWeight (g : ℝ) (n : ℕ) : ℝ := Real.exp (-g) * g ^ n / (n.factorial : ℝ)

/-- The energy `gW - nW` of the `n`-th line of the exact core-level spectrum. -/
def lineEnergy (W g : ℝ) (n : ℕ) : ℝ := g * W - n * W

/-- The upper root of `x² + W x - L² = 0`. -/
def upperPole (W L : ℝ) : ℝ := (-W + Real.sqrt (W ^ 2 + 4 * L ^ 2)) / 2

/-- The lower root of `x² + W x - L² = 0`. -/
def lowerPole (W L : ℝ) : ℝ := (-W - Real.sqrt (W ^ 2 + 4 * L ^ 2)) / 2

/-- The residue of `(x + W) / ((x - p) (x - q))` at `x = p`, for `p ≠ q`. -/
def residue (W p q : ℝ) : ℝ := (p + W) / (p - q)

/-- The `k`-th moment of the two-pole spectrum, for `W` and `L` not both zero. -/
def twoPoleMoment (W L : ℝ) (k : ℕ) : ℝ :=
  residue W (upperPole W L) (lowerPole W L) * upperPole W L ^ k +
    residue W (lowerPole W L) (upperPole W L) * lowerPole W L ^ k

/-- For `W ≠ 0` the two poles have sum `-W`, product `-L²` and a positive separation. -/
theorem pole_relations {W : ℝ} (hW : W ≠ 0) (L : ℝ) :
    upperPole W L + lowerPole W L = -W ∧ upperPole W L * lowerPole W L = -L ^ 2 ∧
      0 < upperPole W L - lowerPole W L := by
  have h := Real.sq_sqrt (show 0 ≤ W ^ 2 + 4 * L ^ 2 by positivity)
  have hD : 0 < Real.sqrt (W ^ 2 + 4 * L ^ 2) := Real.sqrt_pos.mpr (by positivity)
  unfold upperPole lowerPole
  exact ⟨by ring, by linear_combination -h / 4, by linarith⟩

/-- For `W ≠ 0`, and away from `x = -W` and from the two poles, the Green's function
`1 / (x - L² / (x + W))` is the sum of two simple poles weighted by their residues. -/
theorem greenFunction_eq_two_poles {W : ℝ} (hW : W ≠ 0) (L x : ℝ) (hx : x ≠ -W)
    (hu : x ≠ upperPole W L) (hl : x ≠ lowerPole W L) :
    1 / (x - L ^ 2 / (x + W)) =
      residue W (upperPole W L) (lowerPole W L) / (x - upperPole W L) +
        residue W (lowerPole W L) (upperPole W L) / (x - lowerPole W L) := by
  obtain ⟨hs, hp, hgap⟩ := pole_relations hW L
  have hne := hgap.ne'
  unfold residue
  generalize upperPole W L = a at *
  generalize lowerPole W L = b at *
  have hxW : x + W ≠ 0 := fun h => hx (by linarith)
  have hxa : x - a ≠ 0 := sub_ne_zero.mpr hu
  have hxb : x - b ≠ 0 := sub_ne_zero.mpr hl
  -- the inverse Green's function factorises over the poles
  have h1 : x - L ^ 2 / (x + W) = (x - a) * (x - b) / (x + W) := by
    rw [eq_div_iff hxW, sub_mul, div_mul_cancel₀ _ hxW]
    linear_combination x * hs - hp
  have h2 : (b + W) / (b - a) = -((b + W) / (a - b)) := by
    rw [← neg_sub a b, div_neg]
  rw [h1, one_div_div, h2]
  field_simp
  ring

/-- For `W ≠ 0` the two-pole moments of orders 0 to 4 are
`1`, `0`, `L²`, `-W L²` and `W² L² + L⁴`. -/
theorem twoPoleMoment_values {W : ℝ} (hW : W ≠ 0) (L : ℝ) :
    twoPoleMoment W L 0 = 1 ∧ twoPoleMoment W L 1 = 0 ∧ twoPoleMoment W L 2 = L ^ 2 ∧
      twoPoleMoment W L 3 = -(W * L ^ 2) ∧
      twoPoleMoment W L 4 = W ^ 2 * L ^ 2 + L ^ 4 := by
  obtain ⟨hs, hp, hgap⟩ := pole_relations hW L
  have hne := hgap.ne'
  unfold twoPoleMoment
  generalize upperPole W L = a at *
  generalize lowerPole W L = b at *
  have hne' : b - a ≠ 0 := fun h => hne (by linarith)
  have e1 : residue W a b * (a - b) = a + W := by
    unfold residue
    exact div_mul_cancel₀ _ hne
  have e2 : residue W b a * (b - a) = b + W := by
    unfold residue
    exact div_mul_cancel₀ _ hne'
  generalize residue W a b = u at *
  generalize residue W b a = v at *
  have m0 : u * a ^ 0 + v * b ^ 0 = 1 := by
    apply mul_right_cancel₀ hne
    linear_combination e1 - e2
  have m1 : u * a ^ 1 + v * b ^ 1 = 0 := by
    apply mul_right_cancel₀ hne
    linear_combination a * e1 - b * e2 + (a - b) * hs
  -- the quadratic equation of the poles lowers the order of a moment
  have ha : a ^ 2 = L ^ 2 - W * a := by linear_combination a * hs - hp
  have hb : b ^ 2 = L ^ 2 - W * b := by linear_combination b * hs - hp
  have m2 : u * a ^ 2 + v * b ^ 2 = L ^ 2 := by
    linear_combination u * ha + v * hb + L ^ 2 * m0 - W * m1
  have m3 : u * a ^ 3 + v * b ^ 3 = -(W * L ^ 2) := by
    linear_combination u * a * ha + v * b * hb + L ^ 2 * m1 - W * m2
  refine ⟨m0, m1, m2, m3, ?_⟩
  linear_combination u * a ^ 2 * ha + v * b ^ 2 * hb + L ^ 2 * m2 - W * m3

/-- A series that agrees term by term with a convergent one has the same sum. -/
theorem hasSum_of_eq {f f' : ℕ → ℝ} {a a' : ℝ} (h : HasSum f a)
    (hf : ∀ n, f' n = f n) (ha : a' = a) : HasSum f' a' := by
  rw [ha, funext hf]
  exact h

/-- If the `k`-th moment of the exact lines is `a`, and is `b` after all lines are lowered
by `W`, then the next moment is `g W (a - b)`. -/
theorem exact_moment_step {W g a b : ℝ} {k : ℕ}
    (ha : HasSum (fun n => lineWeight g n * lineEnergy W g n ^ k) a)
    (hb : HasSum (fun n => lineWeight g n * (lineEnergy W g n - W) ^ k) b) :
    HasSum (fun n => lineWeight g n * lineEnergy W g n ^ (k + 1)) (g * W * (a - b)) := by
  have hw : ∀ n : ℕ, lineWeight g (n + 1) * ((n : ℝ) + 1) = g * lineWeight g n := by
    intro n
    have h2 : (n.factorial : ℝ) ≠ 0 := by positivity
    have h3 : ((n : ℝ) + 1) * (n.factorial : ℝ) ≠ 0 := by positivity
    unfold lineWeight
    rw [Nat.factorial_succ]
    push_cast
    rw [div_mul_eq_mul_div, mul_div_assoc', div_eq_div_iff h3 h2]
    ring
  have hE : ∀ n : ℕ, lineEnergy W g (n + 1) = lineEnergy W g n - W := by
    intro n
    unfold lineEnergy
    push_cast
    ring
  -- a factor n removes the line n = 0 and shifts the others
  have h1 : HasSum (fun n : ℕ => lineWeight g n * ((n : ℝ) * lineEnergy W g n ^ k))
      (g * b) := by
    refine (hasSum_nat_add_iff' 1).mp ?_
    refine hasSum_of_eq (hb.mul_left g) (fun n => ?_) (by simp)
    simp only [hE]
    push_cast
    linear_combination (lineEnergy W g n - W) ^ k * hw n
  refine hasSum_of_eq ((ha.mul_left (g * W)).sub (h1.mul_left W)) (fun n => ?_) (by ring)
  have h2 : lineEnergy W g n = g * W - n * W := rfl
  linear_combination lineWeight g n * lineEnergy W g n ^ k * h2

/-- The exact line spectrum has moments `1`, `0`, `g W²`, `-g W³` and `(g + 3 g²) W⁴`
of orders 0 to 4. -/
theorem exact_moments (W g : ℝ) :
    HasSum (fun n => lineWeight g n * lineEnergy W g n ^ 0) 1 ∧
    HasSum (fun n => lineWeight g n * lineEnergy W g n ^ 1) 0 ∧
    HasSum (fun n => lineWeight g n * lineEnergy W g n ^ 2) (g * W ^ 2) ∧
    HasSum (fun n => lineWeight g n * lineEnergy W g n ^ 3) (-(g * W ^ 3)) ∧
    HasSum (fun n => lineWeight g n * lineEnergy W g n ^ 4) ((g + 3 * g ^ 2) * W ^ 4) := by
  have h : HasSum (fun n : ℕ => g ^ n / (n.factorial : ℝ)) (Real.exp g) := by
    rw [Real.exp_eq_exp_ℝ]
    exact NormedSpace.expSeries_div_hasSum_exp g
  have c0 : HasSum (fun n => lineWeight g n * lineEnergy W g n ^ 0) 1 :=
    hasSum_of_eq (h.mul_left (Real.exp (-g))) (fun n => by unfold lineWeight; ring)
      (by rw [← Real.exp_add, neg_add_cancel, Real.exp_zero])
  -- each moment follows from the lower ones by expanding the shifted energies
  have c1 : HasSum (fun n => lineWeight g n * lineEnergy W g n ^ 1) 0 :=
    hasSum_of_eq (exact_moment_step (b := 1) c0
      (hasSum_of_eq c0 (fun n => by ring) rfl)) (fun n => by ring) (by ring)
  have c2 : HasSum (fun n => lineWeight g n * lineEnergy W g n ^ 2) (g * W ^ 2) :=
    hasSum_of_eq (exact_moment_step (b := -W) c1
      (hasSum_of_eq (c1.sub (c0.mul_left W)) (fun n => by ring) (by ring)))
      (fun n => by ring) (by ring)
  have c3 : HasSum (fun n => lineWeight g n * lineEnergy W g n ^ 3) (-(g * W ^ 3)) :=
    hasSum_of_eq (exact_moment_step (b := g * W ^ 2 + W ^ 2) c2
      (hasSum_of_eq ((c2.sub (c1.mul_left (2 * W))).add (c0.mul_left (W ^ 2)))
        (fun n => by ring) (by ring))) (fun n => by ring) (by ring)
  refine ⟨c0, c1, c2, c3, ?_⟩
  exact hasSum_of_eq (exact_moment_step (b := -(4 * g * W ^ 3 + W ^ 3)) c3
    (hasSum_of_eq (((c3.sub (c2.mul_left (3 * W))).add (c1.mul_left (3 * W ^ 2))).sub
      (c0.mul_left (W ^ 3))) (fun n => by ring) (by ring))) (fun n => by ring) (by ring)

/-- For `W ≠ 0` and `g = L² / W²`, the exact core-level spectrum and the two-pole spectrum
have equal moments of orders 0 to 3, and the exact fourth moment is larger by `2 L⁴`. -/
theorem exact_vs_twoPole_moments {W : ℝ} (hW : W ≠ 0) (L : ℝ) :
    (∀ k ≤ 3, HasSum (fun n => lineWeight (coupling W L) n *
      lineEnergy W (coupling W L) n ^ k) (twoPoleMoment W L k)) ∧
    HasSum (fun n => lineWeight (coupling W L) n * lineEnergy W (coupling W L) n ^ 4)
      (twoPoleMoment W L 4 + 2 * L ^ 4) := by
  obtain ⟨m0, m1, m2, m3, m4⟩ := twoPoleMoment_values hW L
  obtain ⟨c0, c1, c2, c3, c4⟩ := exact_moments W (coupling W L)
  have hg : coupling W L * W ^ 2 = L ^ 2 := by
    unfold coupling
    exact div_mul_cancel₀ _ (pow_ne_zero 2 hW)
  constructor
  · intro k hk
    interval_cases k
    · exact hasSum_of_eq c0 (fun _ => rfl) m0
    · exact hasSum_of_eq c1 (fun _ => rfl) m1
    · exact hasSum_of_eq c2 (fun _ => rfl) (m2.trans hg.symm)
    · exact hasSum_of_eq c3 (fun _ => rfl) (by linear_combination m3 + W * hg)
  · refine hasSum_of_eq c4 (fun _ => rfl) ?_
    linear_combination m4 - (W ^ 2 + 3 * (coupling W L * W ^ 2 + L ^ 2)) * hg

end CoreLevelSatellites
```

```lean
#print axioms CoreLevelSatellites.greenFunction_eq_two_poles
#print axioms CoreLevelSatellites.exact_vs_twoPole_moments
```

```
'CoreLevelSatellites.greenFunction_eq_two_poles' depends on axioms: [propext, Classical.choice, Quot.sound]
'CoreLevelSatellites.exact_vs_twoPole_moments' depends on axioms: [propext, Classical.choice, Quot.sound]
```

### From the algebra to the Lean proof

`pole_relations` supplies the sum, product and positive separation of the poles. The product uses the fact that the square root squares back to $W^2+4L^2$, which is nonnegative.

In `greenFunction_eq_two_poles`, the poles are renamed `a` and `b`, so that only these relations matter. Step `h1` is the factorisation of the inverse Green's function, and `h2` puts both residues over the same difference. After that, `field_simp` clears the denominators and `ring` checks the remaining identity.

`twoPoleMoment_values` follows the recurrence. The equations `e1` and `e2` are the residues with their denominators multiplied out, and they give `m0` and `m1` after multiplication by the nonzero pole separation. The equations `ha` and `hb` are $x^2=L^2-Wx$ at each pole. Each later `linear_combination` multiplies them by the appropriate weight and power, then inserts the two preceding moments.

For the exact lines, `exact_moment_step` is the recursion for $M_{k+1}$. Its letters `a` and `b` now stand for $M_k$ and for the moment of the lines lowered by $W$. Inside it, `hw` and `hE` are the two relations between neighbouring lines. The shifted sum is `h1`, where `hasSum_nat_add_iff'` separates the term $n=0$ from the rest. The small lemma `hasSum_of_eq` carries a convergence statement over to a series with equal terms written differently.

`exact_moments` starts from Mathlib's exponential series, which gives `c0`, and applies the recursion four times. At each application the value supplied for `b` is the expanded average of $(E_n-W)^k$. For the fourth moment it is $-(4gW^3+W^3)$, the value of $M_3-3WM_2+3W^2M_1-W^3$. Convergence is carried along, because each shifted series is a finite linear combination of series already known to converge.

The final theorem proves $gW^2=L^2$ as `hg`, which is where $W\neq0$ enters on the exact side. `interval_cases` splits `k ≤ 3` into its four orders, and each exact value is matched with the two-pole value. The last `linear_combination` does the same for order four, with the excess $2L^4$ included.

For core-level photoemission calculations with a one-shot self-energy, the consequence in this single-mode model is plain: agreement of the moments through order three does not guarantee that the satellites lie at the right energies.
